# If one integrable function lies strictly below another on the positive half-line, so does its integral

The lemma takes two real-valued functions `f` and `g`, both integrable on (0, ∞), with `f q < g q` for every `q > 0`, and states that the integral of `f` over (0, ∞) is strictly less than that of `g`. In physical terms, if one density on the half-line is everywhere smaller than another, and both have finite integrals, its total is strictly smaller too. No particular physical model is assumed, and neither function need be normalised or non-negative. The attempt first shows that the integral of `g q - f q` is positive, because this difference is positive on the whole half-line, which has non-zero measure. It then splits that integral into the difference of the two integrals and concludes by linear arithmetic.

The failing Lean file:

```lean
import Mathlib

open MeasureTheory Set Filter Topology

namespace IntegralLt

noncomputable section

lemma integral_lt {f g : ℝ → ℝ} (hf : IntegrableOn f (Ioi 0)) (hg : IntegrableOn g (Ioi 0))
    (h : ∀ q, 0 < q → f q < g q) : ∫ q in Ioi (0 : ℝ), f q < ∫ q in Ioi (0 : ℝ), g q := by
  have hpos : 0 < ∫ q in Ioi (0 : ℝ), (g q - f q) := by
    rw [setIntegral_pos_iff_support_of_nonneg_ae ?_ (hg.sub hf)]
    · have hs : Function.support (fun q => g q - f q) ∩ Ioi 0 = Ioi 0 :=
        inter_eq_right.mpr fun q hq => (sub_pos.mpr (h q hq)).ne'
      rw [hs, Real.volume_Ioi]
      simp
    · filter_upwards [ae_restrict_mem measurableSet_Ioi] with q hq
      exact (sub_pos.mpr (h q hq)).le
  rw [integral_sub hg hf] at hpos
  linarith

end

end IntegralLt
```

The error:

```
Main.lean:12:8: error: Tactic `rewrite` failed: Did not find an occurrence of the pattern
  @LT.lt ℝ Real.instLT 0 (∫ (x : ℝ) in Ioi 0, (g - f) x)
in the target expression
  @LT.lt ℝ Real.instLT 0 (∫ (q : ℝ) in Ioi 0, g q - f q)

f g : ℝ → ℝ
hf : IntegrableOn f (Ioi 0) volume
hg : IntegrableOn g (Ioi 0) volume
h : ∀ (q : ℝ), 0 < q → f q < g q
⊢ 0 < ∫ (q : ℝ) in Ioi 0, g q - f q
```

The message says that `rw` could not find the left-hand side of `setIntegral_pos_iff_support_of_nonneg_ae` in the goal. The argument `hg.sub hf` proves integrability of `g - f`, the difference taken as a single function, so the lemma's integrand became `(g - f) x`. The goal has `g q - f q` instead, a difference of two values. The two are equal by definition, but seeing this means unfolding the subtraction of functions, which `rw` did not do when looking for its pattern.

The repair introduces `hi`, which states integrability for `fun q => g q - f q`. Lean accepts `hg.sub hf` as its proof, since checking a term against a stated type does allow that unfolding. With `hi` passed to the lemma, the pattern contains `g q - f q`, as the goal does, and the rewrite succeeds.

This version goes through:

```diff
@@ -10,5 +10,6 @@
     (h : ∀ q, 0 < q → f q < g q) : ∫ q in Ioi (0 : ℝ), f q < ∫ q in Ioi (0 : ℝ), g q := by
   have hpos : 0 < ∫ q in Ioi (0 : ℝ), (g q - f q) := by
-    rw [setIntegral_pos_iff_support_of_nonneg_ae ?_ (hg.sub hf)]
+    have hi : IntegrableOn (fun q => g q - f q) (Ioi 0) := hg.sub hf
+    rw [setIntegral_pos_iff_support_of_nonneg_ae ?_ hi]
     · have hs : Function.support (fun q => g q - f q) ∩ Ioi 0 = Ioi 0 :=
         inter_eq_right.mpr fun q hq => (sub_pos.mpr (h q hq)).ne'
```
